# For a real orbital with constant spin, the order-$1/c^2$ picture change of the density is $\Delta(\varphi^2)/8c^2$

The four-component wavefunction is written down here, not derived from the Dirac equation. Its two halves are the Foldy–Wouthuysen expressions, kept through order $\alpha^2$, for a real orbital $\varphi$ times a constant spinor $\chi$:

$$\psi_L=\Big(\varphi+\tfrac{\alpha^2}{8}\Delta\varphi\Big)\chi,\qquad \psi_S=-\tfrac{i\alpha}{2}(\boldsymbol\sigma\cdot\nabla\varphi)\,\chi .$$

Units are atomic and $\alpha=1/c$. For a single orbital of this form and a unit spinor $\chi$, the result shows how the four-component density differs from $\varphi^2$, the density read directly off the two-component function $\varphi\chi$. This difference is the picture change of the density.

## Orbital, spinor and density

```lean
import Mathlib

open Matrix Filter Topology MeasureTheory

namespace PictureChangeDensity

noncomputable section
```

This loads the mathematics library Mathlib and opens a namespace for the names below.

```lean
/-- The derivative of a scalar field along the Cartesian axis `i`. -/
def pderiv (i : Fin 3) (f : (Fin 3 → ℝ) → ℝ) (x : Fin 3 → ℝ) : ℝ :=
  fderiv ℝ f x (Pi.single i 1)
```

A point of space is a function `Fin 3 → ℝ`, that is, coordinates $x_0,x_1,x_2$. `pderiv i f x` is $\partial_i f(x)$: the total derivative `fderiv` applied to the unit vector along axis $i$.

```lean
/-- The Laplacian, the sum of the second derivatives along the three axes. -/
def lap (f : (Fin 3 → ℝ) → ℝ) (x : Fin 3 → ℝ) : ℝ :=
  ∑ i, pderiv i (pderiv i f) x
```

This is $\Delta f=\sum_i\partial_i\partial_i f$.

```lean
/-- The matrix `σ·v` of the Pauli matrices contracted with a real vector. -/
def pauliDot (v : Fin 3 → ℝ) : Matrix (Fin 2) (Fin 2) ℂ :=
  !![(v 2 : ℂ), v 0 - v 1 * Complex.I; v 0 + v 1 * Complex.I, -(v 2 : ℂ)]
```

This is $\boldsymbol\sigma\cdot\mathbf v$ written out as a $2\times2$ matrix, with $v_0,v_1,v_2$ as the $x,y,z$ components.

```lean
/-- The density of a two-component spinor, summed over spin. -/
def spinDensity (ψ : Fin 2 → ℂ) : ℝ := ∑ s, Complex.normSq (ψ s)
```

For a two-component spinor this is $|\psi_0|^2+|\psi_1|^2$. Despite the name `spinDensity`, it is the total density, not the difference between spin-up and spin-down densities.

```lean
/-- The large component `(φ + α² Δφ / 8) χ`, in atomic units with `α = 1/c`. -/
def largeComp (α : ℝ) (φ : (Fin 3 → ℝ) → ℝ) (χ : Fin 2 → ℂ) (x : Fin 3 → ℝ) : Fin 2 → ℂ :=
  ((φ x + α ^ 2 / 8 * lap φ x : ℝ) : ℂ) • χ
```

This is $\psi_L$. The symbol `•` multiplies a spinor by a scalar.

```lean
/-- The small component `-i (α/2) (σ·∇φ) χ`, in atomic units with `α = 1/c`. -/
def smallComp (α : ℝ) (φ : (Fin 3 → ℝ) → ℝ) (χ : Fin 2 → ℂ) (x : Fin 3 → ℝ) : Fin 2 → ℂ :=
  (-Complex.I * ((α / 2 : ℝ) : ℂ)) • (pauliDot (fun i => pderiv i φ x) *ᵥ χ)
```

This is $\psi_S$, with `*ᵥ` for a matrix acting on a vector.

```lean
/-- The distance from the nucleus at the origin. -/
def radius (x : Fin 3 → ℝ) : ℝ := √(∑ i, x i ^ 2)
```

The Euclidean distance $r$ is defined explicitly, because Lean's built-in norm on `Fin 3 → ℝ` is the largest coordinate modulus.

```lean
/-- The unnormalised hydrogenic orbital `exp(-Z r)`. -/
def hydrogenic (Z : ℝ) (x : Fin 3 → ℝ) : ℝ := Real.exp (-Z * radius x)
```

The orbital $e^{-Zr}$ is unnormalised. The normalised one is $\sqrt{Z^3/\pi}\,e^{-Zr}$, so its density terms carry an extra factor $Z^3/\pi$, which changes neither signs nor zeros.

## The density identity

```lean
/-- The product rule along one axis, for differentiable fields. -/
theorem pderiv_mul {f g : (Fin 3 → ℝ) → ℝ} {x : Fin 3 → ℝ} (i : Fin 3)
    (hf : DifferentiableAt ℝ f x) (hg : DifferentiableAt ℝ g x) :
    pderiv i (fun y => f y * g y) x = f x * pderiv i g x + g x * pderiv i f x := by
  have e : fderiv ℝ (fun y => f y * g y) x = f x • fderiv ℝ g x + g x • fderiv ℝ f x :=
    (hf.hasFDerivAt.mul hg.hasFDerivAt).fderiv
  rw [pderiv, e]
  rfl
```

The product rule: $\partial_i(fg)=f\,\partial_i g+g\,\partial_i f$.

```lean
/-- The chain rule along one axis, for a differentiable function of a differentiable field. -/
theorem pderiv_comp {f : (Fin 3 → ℝ) → ℝ} {g : ℝ → ℝ} {g' : ℝ} {x : Fin 3 → ℝ} (i : Fin 3)
    (hg : HasDerivAt g g' (f x)) (hf : DifferentiableAt ℝ f x) :
    pderiv i (fun y => g (f y)) x = g' * pderiv i f x := by
  have e : fderiv ℝ (fun y => g (f y)) x = g' • fderiv ℝ f x :=
    (hg.comp_hasFDerivAt x hf.hasFDerivAt).fderiv
  rw [pderiv, e]
  rfl
```

The chain rule: $\partial_i\,g(f)=g'(f)\,\partial_i f$.

```lean
/-- For an orbital that is C² on an open set, `Δ(φ²) = 2 φ Δφ + 2 |∇φ|²` there. -/
theorem lap_sq {φ : (Fin 3 → ℝ) → ℝ} {U : Set (Fin 3 → ℝ)} (hU : IsOpen U)
    (hφ : ContDiffOn ℝ 2 φ U) {x : Fin 3 → ℝ} (hx : x ∈ U) :
    lap (fun y => φ y ^ 2) x = 2 * φ x * lap φ x + 2 * ∑ i, pderiv i φ x ^ 2 := by
  have hd : ∀ y ∈ U, DifferentiableAt ℝ φ y := fun y hy =>
    (hφ.contDiffAt (hU.mem_nhds hy)).differentiableAt (by norm_num)
  have key : ∀ i, pderiv i (pderiv i (fun y => φ y ^ 2)) x
      = 2 * φ x * pderiv i (pderiv i φ) x + 2 * pderiv i φ x ^ 2 := by
    intro i
    -- the first derivative, valid in a neighbourhood of the point
    have h1 : pderiv i (fun y => φ y ^ 2) =ᶠ[𝓝 x] fun y => 2 * φ y * pderiv i φ y := by
      filter_upwards [hU.mem_nhds hx] with y hy
      rw [pderiv_comp (g := fun t => t ^ 2) i (hasDerivAt_pow 2 (φ y)) (hd y hy)]
      norm_num
    have h2 : DifferentiableAt ℝ (pderiv i φ) x :=
      (((hφ.contDiffAt (hU.mem_nhds hx)).fderiv_right (m := 1)
        (by norm_num)).differentiableAt (by norm_num)).clm_apply (differentiableAt_const _)
    have h3 : pderiv i (pderiv i (fun y => φ y ^ 2)) x
        = pderiv i (fun y => 2 * φ y * pderiv i φ y) x :=
      congrArg (fun L : (Fin 3 → ℝ) →L[ℝ] ℝ => L (Pi.single i 1)) h1.fderiv_eq
    rw [h3, pderiv_mul i ((hd x hx).const_mul 2) h2,
      pderiv_comp (g := fun t => 2 * t) i ((hasDerivAt_id' (φ x)).const_mul 2) (hd x hx)]
    ring
  simp only [lap, key, Finset.sum_add_distrib, Finset.mul_sum]
```

Here $\varphi$ is $C^2$ on an open set $U$ containing $x$. By hand, $\partial_i(\varphi^2)=2\varphi\,\partial_i\varphi$. Differentiating again and summing over $i$ gives

$$\Delta(\varphi^2)=2\varphi\,\Delta\varphi+2|\nabla\varphi|^2 .$$

Lean follows the same route. The second derivative needs the first one near $x$, not just at $x$; `=ᶠ[𝓝 x]` says that two functions agree in a neighbourhood.

```lean
/-- The Pauli identity `|(σ·v) χ|² = |v|² |χ|²` for a real vector `v`. -/
theorem spinDensity_pauliDot (v : Fin 3 → ℝ) (χ : Fin 2 → ℂ) :
    spinDensity (pauliDot v *ᵥ χ) = (∑ i, v i ^ 2) * spinDensity χ := by
  simp [spinDensity, pauliDot, Matrix.mulVec, dotProduct, Fin.sum_univ_two,
    Fin.sum_univ_three, Complex.normSq_apply]
  ring
```

Written out, the left side is

$$|v_2\chi_0+(v_0-iv_1)\chi_1|^2+|(v_0+iv_1)\chi_0-v_2\chi_1|^2 .$$

The cross terms are $\pm2v_2\,\mathrm{Re}[(v_0+iv_1)\chi_0\bar\chi_1]$ and cancel, leaving $|\mathbf v|^2|\chi|^2$. In Lean, `simp` expands into real and imaginary parts and `ring` finishes the algebra.

```lean
/-- For an orbital that is C² on an open set and a constant unit spinor, the density of the
large and small components is `φ² + α² Δ(φ²)/8 + α⁴ (Δφ)²/64` there. -/
theorem picture_change_density (α : ℝ) {φ : (Fin 3 → ℝ) → ℝ} {U : Set (Fin 3 → ℝ)}
    (hU : IsOpen U) (hφ : ContDiffOn ℝ 2 φ U) {χ : Fin 2 → ℂ} (hχ : spinDensity χ = 1)
    {x : Fin 3 → ℝ} (hx : x ∈ U) :
    spinDensity (largeComp α φ χ x) + spinDensity (smallComp α φ χ x)
      = φ x ^ 2 + α ^ 2 / 8 * lap (fun y => φ y ^ 2) x + α ^ 4 / 64 * lap φ x ^ 2 := by
  have hs : ∀ (a : ℂ) (ψ : Fin 2 → ℂ),
      spinDensity (a • ψ) = Complex.normSq a * spinDensity ψ := by
    intro a ψ
    simp only [spinDensity, Pi.smul_apply, smul_eq_mul, Complex.normSq_mul, Finset.mul_sum]
  rw [largeComp, smallComp, hs, hs, spinDensity_pauliDot, hχ, lap_sq hU hφ hx,
    Complex.normSq_mul, Complex.normSq_neg, Complex.normSq_I, Complex.normSq_ofReal,
    Complex.normSq_ofReal]
  ring
```

The hypothesis `hχ` says that $\chi$ is a unit spinor. The Pauli identity turns the small-component density into $\alpha^2|\nabla\varphi|^2/4$, so the total is

$$\begin{aligned}
&\Big(\varphi+\tfrac{\alpha^2}{8}\Delta\varphi\Big)^2+\tfrac{\alpha^2}{4}|\nabla\varphi|^2\\
&=\varphi^2+\tfrac{\alpha^2}{4}\big(\varphi\Delta\varphi+|\nabla\varphi|^2\big)+\tfrac{\alpha^4}{64}(\Delta\varphi)^2\\
&=\varphi^2+\tfrac{\alpha^2}{8}\Delta(\varphi^2)+\tfrac{\alpha^4}{64}(\Delta\varphi)^2 .
\end{aligned}$$

The proof's `rw` makes these substitutions, with the local fact `hs` pulling scalar factors out of the density. The equality is exact for the chosen components. Since they are truncated, its $\alpha^4$ term is not the complete fourth-order correction of the Foldy–Wouthuysen expansion.

## The exponential orbital

```lean
/-- Away from the nucleus the distance `r` is positive and differentiable, and its gradient
is the unit vector `x / r`. -/
theorem radius_gradient {x : Fin 3 → ℝ} (hx : x ≠ 0) :
    0 < radius x ∧ DifferentiableAt ℝ radius x ∧ ∀ i, pderiv i radius x = x i / radius x := by
  have hpos : 0 < ∑ i, x i ^ 2 := by
    obtain ⟨i, hi⟩ := Function.ne_iff.mp hx
    have hi' : x i ≠ 0 := hi
    exact Finset.sum_pos' (fun j _ => sq_nonneg _) ⟨i, Finset.mem_univ i, by positivity⟩
  have hp : ∀ j, HasFDerivAt (fun y : Fin 3 → ℝ => y j)
      (ContinuousLinearMap.proj j : (Fin 3 → ℝ) →L[ℝ] ℝ) x := fun j => hasFDerivAt_apply j x
  have h : HasFDerivAt (fun y : Fin 3 → ℝ => ∑ j, y j ^ 2)
      (∑ j, (((2 : ℕ) : ℝ) * x j ^ (2 - 1)) •
        (ContinuousLinearMap.proj j : (Fin 3 → ℝ) →L[ℝ] ℝ)) x :=
    HasFDerivAt.fun_sum fun j _ => by
      have hj := (hasDerivAt_pow 2 (x j)).comp_hasFDerivAt x (hp j)
      exact hj
  have hsq := Real.hasDerivAt_sqrt hpos.ne'
  refine ⟨Real.sqrt_pos.2 hpos, (hsq.comp_hasFDerivAt x h).differentiableAt, fun i => ?_⟩
  have h1 : pderiv i (fun y : Fin 3 → ℝ => ∑ j, y j ^ 2) x = 2 * x i := by
    rw [pderiv, h.fderiv]
    simp [_root_.sum_apply, Pi.single_apply]
  have h2 : pderiv i radius x = 1 / (2 * √(∑ j, x j ^ 2)) * (2 * x i) := by
    rw [← h1]
    exact pderiv_comp i hsq h.differentiableAt
  rw [h2, radius]
  ring
```

Away from the origin, $r>0$ and $\partial_i r=x_i/r$, by the chain rule for the square root of $\sum_j x_j^2$.

```lean
/-- Away from the nucleus, `Δ exp(-Z r) = (Z² - 2Z/r) exp(-Z r)`. -/
theorem lap_hydrogenic (Z : ℝ) {x : Fin 3 → ℝ} (hx : x ≠ 0) :
    lap (hydrogenic Z) x = (Z ^ 2 - 2 * Z / radius x) * hydrogenic Z x := by
  obtain ⟨hr, hd, hg⟩ := radius_gradient hx
  have hG : HasDerivAt (fun r => -Z * Real.exp (-Z * r) / r)
      ((Z ^ 2 * radius x + Z) * Real.exp (-Z * radius x) / radius x ^ 2) (radius x) := by
    have h0 : HasDerivAt (fun r => -Z * Real.exp (-Z * r) / r)
        ((-Z * (Real.exp (-Z * radius x) * (-Z * 1)) * radius x
          - -Z * Real.exp (-Z * radius x) * 1) / radius x ^ 2) (radius x) :=
      (((hasDerivAt_id' (radius x)).const_mul (-Z)).exp.const_mul (-Z)).fun_div
        (hasDerivAt_id' (radius x)) hr.ne'
    exact h0.congr_deriv (by ring)
  have key : ∀ i, pderiv i (pderiv i (hydrogenic Z)) x
      = x i ^ 2 * ((Z ^ 2 * radius x + Z) * Real.exp (-Z * radius x) / radius x ^ 3)
        + -Z * Real.exp (-Z * radius x) / radius x := by
    intro i
    -- the gradient is radial: x times a function of r
    have h1 : pderiv i (hydrogenic Z) =ᶠ[𝓝 x]
        fun y => y i * (-Z * Real.exp (-Z * radius y) / radius y) := by
      filter_upwards [isOpen_ne.mem_nhds hx] with y hy
      obtain ⟨_, hdy, hgy⟩ := radius_gradient hy
      have h := pderiv_comp i ((hasDerivAt_id' (radius y)).const_mul (-Z)).exp hdy
      rw [hgy] at h
      refine h.trans ?_
      ring
    have h2 : pderiv i (pderiv i (hydrogenic Z)) x
        = pderiv i (fun y => y i * (-Z * Real.exp (-Z * radius y) / radius y)) x :=
      congrArg (fun L : (Fin 3 → ℝ) →L[ℝ] ℝ => L (Pi.single i 1)) h1.fderiv_eq
    have h3 : pderiv i (fun y => y i) x = 1 := by
      rw [pderiv, (hasFDerivAt_apply i x).fderiv]
      simp
    have h4 : DifferentiableAt ℝ (fun y => -Z * Real.exp (-Z * radius y) / radius y) x :=
      (hG.comp_hasFDerivAt x hd.hasFDerivAt).differentiableAt
    rw [h2, pderiv_mul i (hasFDerivAt_apply i x).differentiableAt h4, h3,
      pderiv_comp i hG hd, hg]
    ring
  have hsum : ∑ i, x i ^ 2 = radius x ^ 2 :=
    (Real.sq_sqrt (Finset.sum_nonneg fun i _ => sq_nonneg (x i))).symm
  simp only [lap, key, Finset.sum_add_distrib, ← Finset.sum_mul, hsum, hydrogenic,
    Finset.sum_const, Finset.card_univ, Fintype.card_fin, nsmul_eq_mul]
  push_cast
  field_simp
  ring
```

By hand, $\partial_i e^{-Zr}=x_i\,g(r)$ with $g(r)=-Ze^{-Zr}/r$. Then $\partial_i^2e^{-Zr}=g+x_i^2g'/r$, and the sum over three axes is

$$3g+rg'=\Big(Z^2-\frac{2Z}{r}\Big)e^{-Zr}.$$

In the proof, `hG` supplies $g'$, `key` is the second derivative along one axis, and `hsum` replaces $\sum_i x_i^2$ by $r^2$.

```lean
/-- For `φ = exp(-Z r)` the density term of order `α²` is `α² (Z² - Z/r) φ² / 2` away from
the nucleus. -/
theorem hydrogenic_term (α Z : ℝ) {x : Fin 3 → ℝ} (hx : x ≠ 0) :
    α ^ 2 / 8 * lap (fun y => hydrogenic Z y ^ 2) x
      = α ^ 2 / 2 * (Z ^ 2 - Z / radius x) * hydrogenic Z x ^ 2 := by
  -- the squared orbital is the orbital with doubled exponent
  have h : ∀ y, hydrogenic Z y ^ 2 = hydrogenic (2 * Z) y := by
    intro y
    rw [hydrogenic, hydrogenic, sq, ← Real.exp_add]
    congr 1
    ring
  simp only [h]
  rw [lap_hydrogenic (2 * Z) hx]
  ring
```

Squaring $e^{-Zr}$ doubles the exponent, so the previous result applies with $2Z$ in place of $Z$:

$$\frac{\alpha^2}{8}\Big(4Z^2-\frac{4Z}{r}\Big)\varphi^2=\frac{\alpha^2}{2}\Big(Z^2-\frac Zr\Big)\varphi^2 .$$

```lean
/-- For `Z > 0`, `α ≠ 0` and away from the nucleus, the term of order `α²` is negative
exactly where `Z r < 1`. -/
theorem hydrogenic_term_neg_iff {α Z : ℝ} (hα : α ≠ 0) (hZ : 0 < Z) {x : Fin 3 → ℝ}
    (hx : x ≠ 0) :
    α ^ 2 / 8 * lap (fun y => hydrogenic Z y ^ 2) x < 0 ↔ Z * radius x < 1 := by
  have hr := (radius_gradient hx).1
  have he : 0 < hydrogenic Z x := Real.exp_pos _
  have hp : 0 < α ^ 2 / 2 * Z / radius x * hydrogenic Z x ^ 2 := by positivity
  have e : α ^ 2 / 2 * (Z ^ 2 - Z / radius x) * hydrogenic Z x ^ 2
      = α ^ 2 / 2 * Z / radius x * hydrogenic Z x ^ 2 * (Z * radius x - 1) := by
    field_simp
  rw [hydrogenic_term α Z hx, e]
  constructor
  · intro h
    by_contra hn
    exact absurd h (not_lt_of_ge (mul_nonneg hp.le (by linarith)))
  · intro h
    exact mul_neg_of_pos_of_neg hp (by linarith)
```

For $Z>0$, $\alpha\neq0$ and $x\neq0$, the term equals a positive factor times $Zr-1$. It is therefore negative exactly when $r<1/Z$. As $r\to0$ it diverges like $-\alpha^2Z\varphi^2/(2r)$ and outgrows $\varphi^2$ itself, so the expansion in $\alpha^2$ cannot be used at the nucleus.

Take $Z=1$ and $r=\tfrac12$. Then $\Delta\varphi=-3\varphi$ and $|\nabla\varphi|^2=\varphi^2$, so the large and small components give

$$\Big[\Big(1-\tfrac{3\alpha^2}{8}\Big)^2+\tfrac{\alpha^2}{4}\Big]\varphi^2=\Big[1-\tfrac{\alpha^2}{2}+\tfrac{9\alpha^4}{64}\Big]\varphi^2 .$$

The middle term matches $\tfrac{\alpha^2}{2}(1-2)\varphi^2$. With $\varphi^2=e^{-1}$ it is about $-0.184\,\alpha^2$, or $-0.0585\,\alpha^2$ for the normalised orbital.

```lean
/-- For `Z > 0` the term of order `α²`, weighted with `r²` along any ray from the nucleus,
is integrable and integrates to zero. -/
theorem hydrogenic_term_integral (α : ℝ) {Z : ℝ} (hZ : 0 < Z) {u : Fin 3 → ℝ}
    (hu : radius u = 1) :
    IntegrableOn (fun r : ℝ => r ^ 2 * (α ^ 2 / 8 * lap (fun y => hydrogenic Z y ^ 2) (r • u)))
      (Set.Ioi 0) ∧
    ∫ r in Set.Ioi (0 : ℝ),
      r ^ 2 * (α ^ 2 / 8 * lap (fun y => hydrogenic Z y ^ 2) (r • u)) = 0 := by
  have hu1 : ∑ i, u i ^ 2 = 1 := Real.sqrt_eq_one.mp hu
  have heq : ∀ r ∈ Set.Ioi (0 : ℝ),
      r ^ 2 * (α ^ 2 / 8 * lap (fun y => hydrogenic Z y ^ 2) (r • u))
        = α ^ 2 / 2 * (Z ^ 2 * (r ^ 2 * Real.exp (-(2 * Z * r)))
          - Z * (r * Real.exp (-(2 * Z * r)))) := by
    intro r hr
    have hr' : 0 < r := hr
    have hrad : radius (r • u) = r := by
      simp only [radius, Pi.smul_apply, smul_eq_mul, mul_pow, ← Finset.mul_sum, hu1, mul_one,
        Real.sqrt_sq hr'.le]
    have hne : r • u ≠ 0 := by
      intro h
      have h0 : radius 0 = 0 := by simp [radius]
      rw [h, h0] at hrad
      linarith
    have hexp : Real.exp (-Z * r) ^ 2 = Real.exp (-(2 * Z * r)) := by
      rw [sq, ← Real.exp_add]
      congr 1
      ring
    rw [hydrogenic_term α Z hne, hydrogenic, hrad, hexp]
    field_simp
  have h2 : Integrable (fun r : ℝ => r ^ 2 * Real.exp (-(2 * Z * r)))
      (volume.restrict (Set.Ioi 0)) := by
    have h := integrableOn_rpow_mul_exp_neg_mul_rpow (s := 2) (p := 1) (b := 2 * Z)
      (by norm_num) (by norm_num) (by positivity)
    simpa only [Real.rpow_two, Real.rpow_one, neg_mul, IntegrableOn] using h
  have h1 : Integrable (fun r : ℝ => r * Real.exp (-(2 * Z * r)))
      (volume.restrict (Set.Ioi 0)) := by
    have h := integrableOn_rpow_mul_exp_neg_mul_rpow (s := 1) (p := 1) (b := 2 * Z)
      (by norm_num) (by norm_num) (by positivity)
    simpa only [Real.rpow_one, neg_mul, IntegrableOn] using h
  have hint : IntegrableOn (fun r : ℝ => α ^ 2 / 2 * (Z ^ 2 * (r ^ 2 * Real.exp (-(2 * Z * r)))
      - Z * (r * Real.exp (-(2 * Z * r))))) (Set.Ioi 0) :=
    ((h2.const_mul (Z ^ 2)).sub (h1.const_mul Z)).const_mul (α ^ 2 / 2)
  -- the antiderivative vanishes at the nucleus and at infinity
  have hder : ∀ r : ℝ, HasDerivAt
      (fun r => -α ^ 2 / (16 * Z) * ((2 * Z * r) ^ 2 * Real.exp (-(2 * Z * r))))
      (α ^ 2 / 2 * (Z ^ 2 * (r ^ 2 * Real.exp (-(2 * Z * r)))
        - Z * (r * Real.exp (-(2 * Z * r))))) r := by
    intro r
    have h := (hasDerivAt_id' r).const_mul (2 * Z)
    have hc : -α ^ 2 / (16 * Z) * (16 * Z) = -α ^ 2 := div_mul_cancel₀ _ (by positivity)
    generalize -α ^ 2 / (16 * Z) = c at hc ⊢
    simp only [sq]
    refine (((h.fun_mul h).fun_mul h.fun_neg.exp).const_mul c).congr_deriv ?_
    linear_combination (Z * r - Z ^ 2 * r ^ 2) / 2 * Real.exp (-(2 * Z * r)) * hc
  have hlim : Tendsto
      (fun r : ℝ => -α ^ 2 / (16 * Z) * ((2 * Z * r) ^ 2 * Real.exp (-(2 * Z * r))))
      atTop (𝓝 (-α ^ 2 / (16 * Z) * 0)) :=
    ((Real.tendsto_pow_mul_exp_neg_atTop_nhds_zero 2).comp
      (tendsto_id.const_mul_atTop (by positivity : 0 < 2 * Z))).const_mul _
  refine ⟨hint.congr_fun (fun r hr => (heq r hr).symm) measurableSet_Ioi, ?_⟩
  rw [setIntegral_congr_fun measurableSet_Ioi heq,
    integral_Ioi_of_hasDerivAt_of_tendsto (hder 0).continuousAt.continuousWithinAt
      (fun r _ => hder r) hint hlim]
  simp

end

end PictureChangeDensity
```

The vector `u` is a unit direction, `r • u` is the point at distance $r$ along it, and `Set.Ioi 0` is $(0,\infty)$. The theorem gives integrability as well as the value; Lean assigns 0 to the integral of a non-integrable function, so the value alone would say little. By hand, the weighted term has an antiderivative:

$$\frac{\alpha^2}{2}(Z^2r^2-Zr)e^{-2Zr}=\frac{d}{dr}\Big[-\frac{\alpha^2Z}{4}\,r^2e^{-2Zr}\Big].$$

The bracket vanishes at $r=0$ and as $r\to\infty$, so the integral is zero. In Lean, `heq` rewrites the integrand, `hint` proves integrability, `hder` checks the antiderivative and `hlim` gives its limit at infinity. For this one-electron orbital, the order-$\alpha^2$ term moves density outwards along each ray without changing the amount. This is not the whole relativistic change of the density in a hydrogen-like atom: the orbital $\varphi$ itself also changes at order $\alpha^2$, and that change is not treated here.

```lean
#print axioms PictureChangeDensity.picture_change_density
#print axioms PictureChangeDensity.hydrogenic_term_neg_iff
#print axioms PictureChangeDensity.hydrogenic_term_integral
```

```
'PictureChangeDensity.picture_change_density' depends on axioms: [propext, Classical.choice, Quot.sound]
'PictureChangeDensity.hydrogenic_term_neg_iff' depends on axioms: [propext, Classical.choice, Quot.sound]
'PictureChangeDensity.hydrogenic_term_integral' depends on axioms: [propext, Classical.choice, Quot.sound]
```
